# Even spectral moments equal squared norms of nested commutators applied to an eigenstate, in a finite eigenbasis

I have a Hamiltonian H with a finite orthonormal set of eigenstates b_k that spans the space, with energies E_k, and I act on one of them, b_n, with an operator A, which may be a perturbation or a transition operator. The squared matrix elements |⟨b_k, A b_n⟩|² say how the vector A b_n is spread over the levels, and for a Hermitian perturbation A those with k ≠ n are the numerators of nondegenerate second-order perturbation theory. To measure how far in energy it is spread, I weight them with even powers of the excitation energy. The claim I keep using is that the sum over states then collapses,

    Σ_k (E_k − E_n)^(2m) |⟨b_k, A b_n⟩|² = ‖C_m b_n‖²,

where m is a natural number and C_m = [H, [H, … [H, A]]] has m commutators. My argument is "each commutator pulls down one energy difference, then use completeness". I am not sure whether A has to be Hermitian, whether degenerate levels spoil it, or what happens at m = 0. Can this be made rigorous for a finite basis and checked by machine?

## One energy difference per commutator, then completeness

The identity holds for every linear A, with any degeneracies and for every m including 0, as long as the b_k form a finite orthonormal basis and the E_k are real. The inner product ⟨x, y⟩ is conjugate-linear in x, and z* is the complex conjugate of z. Define the nested commutators and, for a natural number j, the j-th moment by

    C_0 = A,   C_(m+1) = H C_m − C_m H,

    S_j = Σ_k (E_k − E_n)^j |⟨b_k, A b_n⟩|².

First, H is Hermitian. Expanding a vector as x = Σ_k ⟨b_k, x⟩ b_k and using H b_k = E_k b_k gives H x = Σ_k ⟨b_k, x⟩ E_k b_k. For two vectors x and y,

    ⟨H x, y⟩ = Σ_k ⟨b_k, x⟩* E_k ⟨b_k, y⟩ = Σ_k ⟨x, b_k⟩ E_k ⟨b_k, y⟩ = ⟨x, H y⟩,

where E_k* = E_k was used.

Second, take two eigenvectors, H φ = a φ and H ψ = e ψ, with a and e real. In a matrix element of C_(m+1), the first H acts to the left on φ and the second acts to the right on ψ:

    ⟨φ, C_(m+1) ψ⟩ = ⟨H φ, C_m ψ⟩ − ⟨φ, C_m H ψ⟩ = (a − e) ⟨φ, C_m ψ⟩.

Starting from C_0 = A, induction on m gives

    ⟨φ, C_m ψ⟩ = (a − e)^m ⟨φ, A ψ⟩.

The same recursion can be run on the vector alone, since C_(m+1) ψ = H C_m ψ − e C_m ψ = (H − e) C_m ψ, and so

    C_m ψ = (H − e)^m A ψ.

Third, insert the completeness relation between C_p b_n and C_q b_n for natural numbers p and q. With z_k = ⟨b_k, A b_n⟩,

    ⟨C_p b_n, C_q b_n⟩ = Σ_k ⟨b_k, C_p b_n⟩* ⟨b_k, C_q b_n⟩
                       = Σ_k (E_k − E_n)^p z_k* (E_k − E_n)^q z_k
                       = S_(p+q).

Setting p = q = m gives S_(2m) = ‖C_m b_n‖². The adjoint of A never appears, because both factors are components of operators applied to the same ket b_n, and one of them is conjugated. Degeneracy plays no role either, since nothing is divided by an energy difference. States with E_k = E_n contribute zero for m ≥ 1. At m = 0 every weight is 1, including that of k = n, and the identity is S_0 = ‖A b_n‖².

Three consequences follow. The Cauchy-Schwarz inequality for the vectors C_p b_n and C_q b_n reads |S_(p+q)| ≤ ‖C_p b_n‖ ‖C_q b_n‖, and squaring gives

    S_(p+q)² ≤ S_(2p) S_(2q).

Next, the component of C_(m+1) b_n along b_k is (E_k − E_n)^(m+1) z_k. It vanishes when E_k = E_n, and otherwise it vanishes exactly when z_k = 0. So C_(m+1) b_n = 0 if and only if A couples b_n to no state of different energy.

Finally, suppose that Δ ≥ 0 and that every level other than E_n obeys |E_k − E_n| ≥ Δ. For Δ > 0 this is a spectral gap on both sides of the level E_n, which may itself be degenerate. Let W be the sum of |z_k|² over all k with E_k ≠ E_n. Each of those terms satisfies Δ^(2m) |z_k|² ≤ (E_k − E_n)^(2m) |z_k|², and the remaining terms of S_(2m) are nonnegative, so

    Δ^(2m) W ≤ S_(2m) = ‖C_m b_n‖².

In Rayleigh-Schrödinger theory for a nondegenerate level E_n, with H as the unperturbed Hamiltonian and a Hermitian A as the perturbation, W is the sum of the numerators in the second-order sum over the other levels. For a finite basis with Δ > 0 it is bounded by ‖C_m b_n‖² / Δ^(2m). The numerator of this bound needs only H, A and the single state b_n, while the denominator needs a lower bound Δ on the distance to the other levels. Beyond m = 1 the bound does not improve: for m ≥ 1 the quotient is the sum of ((E_k − E_n)/Δ)^(2m) |z_k|² over the k with E_k ≠ E_n, which is nondecreasing in m.

## The Lean file

The identities and the three consequences above, the gap bound in its product form Δ^(2m) W ≤ ‖C_m b_n‖², are proved in the following file. The remark on how the quotient depends on m is not part of it.

```lean
import Mathlib

open scoped InnerProductSpace

namespace SpectralMoments

noncomputable section

variable {V : Type*} [NormedAddCommGroup V] [InnerProductSpace ℂ V]
variable {ι : Type*} [Fintype ι]

/-- The `m`-fold nested commutator `[H, [H, ... [H, A]]]`, equal to `A` for `m = 0`. -/
def nestedComm (H A : Module.End ℂ V) : ℕ → Module.End ℂ V
  | 0 => A
  | m + 1 => H * nestedComm H A m - nestedComm H A m * H

/-- The `j`-th spectral moment of `A` in state `n`:
the sum over `k` of `(E_k - E_n)^j |⟨b_k, A b_n⟩|²`. -/
def moment (b : OrthonormalBasis ι ℂ V) (E : ι → ℝ) (A : Module.End ℂ V) (n : ι) (j : ℕ) : ℝ :=
  ∑ k, (E k - E n) ^ j * ‖⟪b k, A (b n)⟫_ℂ‖ ^ 2

/-- The linear operator fixed by sending each basis vector `b_k` to `E_k b_k`. -/
def spectralHamiltonian (b : OrthonormalBasis ι ℂ V) (E : ι → ℝ) : Module.End ℂ V :=
  b.toBasis.constr ℂ fun k => (E k : ℂ) • b k

/-- For any orthonormal basis and any real energies, `spectralHamiltonian b E` has
`b_k` as eigenvector with eigenvalue `E_k`. -/
theorem eigenbasis_witness (b : OrthonormalBasis ι ℂ V) (E : ι → ℝ) (k : ι) :
    spectralHamiltonian b E (b k) = (E k : ℂ) • b k := by
  have h := b.toBasis.constr_basis ℂ (fun k => (E k : ℂ) • b k) k
  rw [OrthonormalBasis.coe_toBasis] at h
  exact h

/-- An operator with an orthonormal eigenbasis and real eigenvalues is Hermitian. -/
theorem isSymmetric_of_eigenbasis (b : OrthonormalBasis ι ℂ V) (E : ι → ℝ)
    (H : Module.End ℂ V) (hb : ∀ k, H (b k) = (E k : ℂ) • b k) :
    LinearMap.IsSymmetric H := by
  -- spectral form of the action of `H`
  have hx : ∀ x, H x = ∑ k, (⟪b k, x⟫_ℂ * (E k : ℂ)) • b k := by
    intro x
    calc H x = H (∑ k, ⟪b k, x⟫_ℂ • b k) := by rw [b.sum_repr' x]
      _ = _ := by simp only [map_sum, map_smul, hb, smul_smul]
  intro x y
  rw [hx x, hx y, sum_inner, inner_sum]
  refine Finset.sum_congr rfl fun k _ => ?_
  simp only [inner_smul_left, inner_smul_right, map_mul, Complex.conj_ofReal, inner_conj_symm]
  ring

/-- If `H ψ = e ψ`, the `m`-fold nested commutator sends `ψ` to `(H - e)^m A ψ`. -/
theorem nestedComm_apply_eigenvector (H A : Module.End ℂ V) (ψ : V) (e : ℂ)
    (hψ : H ψ = e • ψ) (m : ℕ) :
    nestedComm H A m ψ = ((H - e • (1 : Module.End ℂ V)) ^ m) (A ψ) := by
  induction m with
  | zero => simp [nestedComm]
  | succ m ih =>
    simp only [nestedComm, pow_succ', LinearMap.sub_apply, Module.End.mul_apply, hψ, map_smul,
      ih, LinearMap.smul_apply, Module.End.one_apply]

/-- For Hermitian `H` with `H φ = a φ` and `H ψ = e ψ`, the matrix element of the `m`-fold
nested commutator is `(a - e)^m ⟨φ, A ψ⟩`. -/
theorem inner_nestedComm (H A : Module.End ℂ V) (hH : LinearMap.IsSymmetric H) (φ ψ : V)
    (a e : ℝ) (hφ : H φ = (a : ℂ) • φ) (hψ : H ψ = (e : ℂ) • ψ) (m : ℕ) :
    ⟪φ, nestedComm H A m ψ⟫_ℂ = ((a : ℂ) - e) ^ m * ⟪φ, A ψ⟫_ℂ := by
  induction m with
  | zero => simp [nestedComm]
  | succ m ih =>
    simp only [nestedComm, LinearMap.sub_apply, Module.End.mul_apply, hψ, map_smul,
      inner_sub_right, inner_smul_right]
    -- let `H` act to the left on `φ`
    rw [← hH φ (nestedComm H A m ψ), hφ, inner_smul_left, ih, Complex.conj_ofReal]
    ring

/-- If `H b_k = E_k b_k` for all `k`, the moment of order `p + q` is the overlap of the `p`-fold and
the `q`-fold nested commutator applied to `b_n`. -/
theorem moment_add_eq_inner (b : OrthonormalBasis ι ℂ V) (E : ι → ℝ) (H A : Module.End ℂ V)
    (hb : ∀ k, H (b k) = (E k : ℂ) • b k) (n : ι) (p q : ℕ) :
    (moment b E A n (p + q) : ℂ) = ⟪nestedComm H A p (b n), nestedComm H A q (b n)⟫_ℂ := by
  have hH := isSymmetric_of_eigenbasis b E H hb
  -- insert the completeness relation
  rw [← b.sum_inner_mul_inner (nestedComm H A p (b n)) (nestedComm H A q (b n)), moment,
    Complex.ofReal_sum]
  refine Finset.sum_congr rfl fun k _ => ?_
  have h := inner_nestedComm H A hH (b k) (b n) (E k) (E n) (hb k) (hb n)
  have hz := Complex.conj_mul' ⟪b k, A (b n)⟫_ℂ
  rw [← inner_conj_symm (nestedComm H A p (b n)) (b k), h p, h q, pow_add]
  simp only [map_mul, map_pow, map_sub, Complex.conj_ofReal]
  push_cast
  linear_combination (-(((E k : ℂ) - E n) ^ p * ((E k : ℂ) - E n) ^ q)) * hz

/-- Even spectral moments: if `H b_k = E_k b_k` for all `k`, the sum over `k` of `(E_k - E_n)^(2m)
|⟨b_k, A b_n⟩|²` is the squared norm of the `m`-fold nested commutator applied to `b_n`. -/
theorem even_moment_eq_norm_sq (b : OrthonormalBasis ι ℂ V) (E : ι → ℝ) (H A : Module.End ℂ V)
    (hb : ∀ k, H (b k) = (E k : ℂ) • b k) (n : ι) (m : ℕ) :
    moment b E A n (2 * m) = ‖nestedComm H A m (b n)‖ ^ 2 := by
  apply Complex.ofReal_injective
  rw [two_mul, moment_add_eq_inner b E H A hb n m m, inner_self_eq_norm_sq_to_K]
  exact (Complex.ofReal_pow _ 2).symm

/-- The even-moment identity for a Hermitian operator in finite dimension, with the
eigenbasis and eigenvalues supplied by the spectral theorem. -/
theorem even_moment_of_hermitian [FiniteDimensional ℂ V] (H A : Module.End ℂ V)
    (hH : LinearMap.IsSymmetric H) {d : ℕ} (hd : Module.finrank ℂ V = d) (n : Fin d) (m : ℕ) :
    moment (hH.eigenvectorBasis hd) (hH.eigenvalues hd) A n (2 * m) =
      ‖nestedComm H A m (hH.eigenvectorBasis hd n)‖ ^ 2 :=
  even_moment_eq_norm_sq _ _ H A (fun k => hH.apply_eigenvectorBasis hd k) n m

/-- The square of the moment of order `p + q` is at most the product of the moments of
orders `2p` and `2q`. -/
theorem moment_sq_le (b : OrthonormalBasis ι ℂ V) (E : ι → ℝ) (A : Module.End ℂ V)
    (n : ι) (p q : ℕ) :
    moment b E A n (p + q) ^ 2 ≤ moment b E A n (2 * p) * moment b E A n (2 * q) := by
  have hb := eigenbasis_witness b E
  -- Cauchy-Schwarz for the two nested commutators applied to `b_n`
  have h := norm_inner_le_norm (𝕜 := ℂ) (nestedComm (spectralHamiltonian b E) A p (b n))
    (nestedComm (spectralHamiltonian b E) A q (b n))
  rw [← moment_add_eq_inner b E _ A hb n p q, Complex.norm_real, Real.norm_eq_abs] at h
  rw [even_moment_eq_norm_sq b E _ A hb n p, even_moment_eq_norm_sq b E _ A hb n q, ← mul_pow,
    ← sq_abs (moment b E A n (p + q))]
  exact pow_le_pow_left₀ (abs_nonneg _) h 2

/-- If `H b_k = E_k b_k` for all `k`, a nested commutator of positive order annihilates `b_n`
exactly when `⟨b_k, A b_n⟩` vanishes for every `k` with `E_k ≠ E_n`. -/
theorem nestedComm_apply_eq_zero_iff (b : OrthonormalBasis ι ℂ V) (E : ι → ℝ)
    (H A : Module.End ℂ V) (hb : ∀ k, H (b k) = (E k : ℂ) • b k) (n : ι) (m : ℕ) :
    nestedComm H A (m + 1) (b n) = 0 ↔ ∀ k, E k ≠ E n → ⟪b k, A (b n)⟫_ℂ = 0 := by
  have hH := isSymmetric_of_eigenbasis b E H hb
  have hel := fun k =>
    inner_nestedComm H A hH (b k) (b n) (E k) (E n) (hb k) (hb n) (m + 1)
  constructor
  · intro h k hk
    have h0 := hel k
    rw [h, inner_zero_right] at h0
    rcases mul_eq_zero.1 h0.symm with h1 | h1
    · have h2 := (pow_eq_zero_iff (Nat.succ_ne_zero m)).1 h1
      exact absurd (Complex.ofReal_injective (sub_eq_zero.1 h2)) hk
    · exact h1
  · intro h
    -- every component in the eigenbasis vanishes
    rw [← b.sum_repr' (nestedComm H A (m + 1) (b n))]
    refine Finset.sum_eq_zero fun k _ => ?_
    rw [hel k]
    by_cases hk : E k = E n
    · simp [hk]
    · simp [h k hk]

/-- If `H b_k = E_k b_k` for all `k`, `0 ≤ Δ`, and every level other than `E_n` is at least `Δ` away
from it, `Δ^(2m)` times the sum of `|⟨b_k, A b_n⟩|²` over those levels is at most the squared norm
of the `m`-fold nested commutator applied to `b_n`. -/
theorem gap_pow_mul_strength_le (b : OrthonormalBasis ι ℂ V) (E : ι → ℝ)
    (H A : Module.End ℂ V) (hb : ∀ k, H (b k) = (E k : ℂ) • b k) (n : ι) (m : ℕ)
    (Δ : ℝ) (hΔ : 0 ≤ Δ) (hgap : ∀ k, E k ≠ E n → Δ ≤ |E k - E n|) :
    Δ ^ (2 * m) * ∑ k ∈ Finset.univ.filter (fun k => E k ≠ E n), ‖⟪b k, A (b n)⟫_ℂ‖ ^ 2
      ≤ ‖nestedComm H A m (b n)‖ ^ 2 := by
  rw [← even_moment_eq_norm_sq b E H A hb n m, moment, Finset.mul_sum]
  calc _ ≤ ∑ k ∈ Finset.univ.filter (fun k => E k ≠ E n),
        (E k - E n) ^ (2 * m) * ‖⟪b k, A (b n)⟫_ℂ‖ ^ 2 := by
        refine Finset.sum_le_sum fun k hk => mul_le_mul_of_nonneg_right ?_ (sq_nonneg _)
        rw [← (even_two_mul m).pow_abs (E k - E n)]
        exact pow_le_pow_left₀ hΔ (hgap k (Finset.mem_filter.1 hk).2) _
    _ ≤ _ :=
        Finset.sum_le_sum_of_subset_of_nonneg (Finset.filter_subset _ _) fun k _ _ =>
          mul_nonneg ((even_two_mul m).pow_nonneg _) (sq_nonneg _)

end

end SpectralMoments
```

```lean
#print axioms SpectralMoments.even_moment_eq_norm_sq
#print axioms SpectralMoments.moment_sq_le
#print axioms SpectralMoments.nestedComm_apply_eq_zero_iff
#print axioms SpectralMoments.gap_pow_mul_strength_le
```

```
'SpectralMoments.even_moment_eq_norm_sq' depends on axioms: [propext, Classical.choice, Quot.sound]
'SpectralMoments.moment_sq_le' depends on axioms: [propext, Classical.choice, Quot.sound]
'SpectralMoments.nestedComm_apply_eq_zero_iff' depends on axioms: [propext, Classical.choice, Quot.sound]
'SpectralMoments.gap_pow_mul_strength_le' depends on axioms: [propext, Classical.choice, Quot.sound]
```

## What the definitions and theorems say physically

`V` is the state space, a complex inner product space. Mathlib's `⟪x, y⟫_ℂ` is conjugate-linear in its first argument, so `⟪b k, A (b n)⟫_ℂ` is the Dirac matrix element with b_k as bra. The labels k and n run over a finite type `ι`, and `b : OrthonormalBasis ι ℂ V` carries both normalisation and completeness of the b_k. Its existence makes `V` finite-dimensional. Operators have type `Module.End ℂ V`, linear maps defined on all of `V`, and their product `*` is composition with the right factor acting first. So `nestedComm H A m` is C_m with each new H entering in the first slot of the commutator, and `moment b E A n j` is S_j, a real number. The moments are not divided by S_0: b_n has norm one, A b_n in general does not, and S_j is the moment of the strengths as they stand.

The physics enters through the single hypothesis `hb : ∀ k, H (b k) = (E k : ℂ) • b k`, the stationary Schrödinger equation for every basis state, with `E : ι → ℝ` making the energies real. No ordering of the energies is asked for and repeated values are allowed, so b_n is any eigenstate, ground or excited. Nothing is assumed about `A` beyond linearity. In Lean a zeroth power is 1 for any base, zero included, which is the convention that makes S_0 the full sum.

`even_moment_eq_norm_sq` is your identity under `hb`. `even_moment_of_hermitian` states it from the other end: `V` has finite dimension `d`, `hH : LinearMap.IsSymmetric H` says ⟨H x, y⟩ = ⟨x, H y⟩ for all x and y, and the basis and energies are `hH.eigenvectorBasis hd` and `hH.eigenvalues hd` from Mathlib's spectral theorem, labelled 0 to d − 1 by `Fin d`. That version speaks about one particular eigenbasis, while the version with `hb` applies to any choice of basis inside degenerate levels.

`moment_add_eq_inner` is the more general S_(p+q) = ⟨C_p b_n, C_q b_n⟩, an equation between complex numbers with the real moment on the left. It includes the odd orders; p = 0 and q = 1 express the energy-weighted sum S_1 as ⟨A b_n, [H, A] b_n⟩. `moment_sq_le` mentions no Hamiltonian at all, since the moments depend only on `b`, `E`, `A` and `n`. In `nestedComm_apply_eq_zero_iff` the order is `m + 1`, hence positive, and the condition on the right does not depend on `m`. In `gap_pow_mul_strength_le` the sum W is filtered by `E k ≠ E n` and not by k ≠ n, so degenerate partners of b_n are left out of W, and `hgap` says nothing about them. The inequality is kept in product form, which lets `hΔ : 0 ≤ Δ` include Δ = 0. With a single basis state, W is an empty sum, C_m b_n = 0 for m ≥ 1, and every statement remains true.

The restriction that matters is finite dimension. Unbounded operators, continuous spectra and moments that diverge at high order are not treated. In a calculation with a truncated orthonormal basis, H and A are the finite matrices, and C_m is the nested commutator of those matrices, which in general differs from the truncation of the commutator of the full operators. The order j is a natural number, so sums with energy denominators, such as the second-order energy shift in either Rayleigh-Schrödinger or Brillouin-Wigner form, are not among the moments covered.

## How the tactics follow the derivation

`spectralHamiltonian b E` is the operator fixed by b_k ↦ E_k b_k, built with `b.toBasis.constr`, and `eigenbasis_witness` shows that it satisfies the eigenvalue equation. Any orthonormal basis and any real spectrum therefore come with an H that meets `hb`.

`isSymmetric_of_eigenbasis` is the first step. The expansion x = Σ_k ⟨b_k, x⟩ b_k is `b.sum_repr' x`, and `hx` is the spectral form of H x. After both sides are written as sums with `sum_inner` and `inner_sum`, they are compared term by term. `Complex.conj_ofReal` supplies E_k* = E_k, `inner_conj_symm` turns ⟨b_k, x⟩* into ⟨x, b_k⟩, and `ring` reorders the product.

`nestedComm_apply_eigenvector` is the vector form C_m ψ = (H − e)^m A ψ. It needs no Hermiticity and allows a complex `e`. The inductive step unfolds the commutator, replaces H ψ by `hψ`, and uses `pow_succ'` to split off the leftmost factor H − e. The later theorems do not call this lemma; they rest on the matrix-element form.

`inner_nestedComm` is that form. In the inductive step the `simp only` call produces ⟨φ, H C_m ψ⟩ − e ⟨φ, C_m ψ⟩. The rewrite `← hH φ (nestedComm H A m ψ)` moves H onto φ, `hφ` and `inner_smul_left` bring out a*, which is a because `a` is real, and `ih` with `ring` closes the recursion.

`moment_add_eq_inner` obtains `hH` from the eigenbasis and inserts completeness by rewriting backwards with `b.sum_inner_mul_inner`, which gives Σ_k ⟨C_p b_n, b_k⟩ ⟨b_k, C_q b_n⟩. For each k the first factor is written as the conjugate of ⟨b_k, C_p b_n⟩, and `h p` and `h q` substitute the two matrix elements. What remains is z_k* z_k = |z_k|², named `hz`, multiplied by (E_k − E_n)^p (E_k − E_n)^q, and the coefficient given to `linear_combination` is that product with a minus sign. `even_moment_eq_norm_sq` writes 2m as m + m, applies this result, and converts ⟨v, v⟩ into ‖v‖² with `inner_self_eq_norm_sq_to_K`; `Complex.ofReal_injective` carries the equation between the real and the complex numbers. `even_moment_of_hermitian` feeds `hH.apply_eigenvectorBasis hd k` in as `hb`.

`moment_sq_le` needs some Hamiltonian in order to speak of commutators, and takes `spectralHamiltonian b E`. `norm_inner_le_norm` is Cauchy-Schwarz, the inner product is rewritten as S_(p+q), the two even moments on the right of the goal are rewritten as squared norms, and `pow_le_pow_left₀` squares the inequality.

In `nestedComm_apply_eq_zero_iff`, `hel k` is the component (E_k − E_n)^(m+1) z_k. In the forward direction this product is zero, and `mul_eq_zero` leaves two cases: a vanishing power forces E_k = E_n, against `hk`, and the other case is z_k = 0. In the backward direction the vector is expanded in the basis, and each term vanishes by the case split on `E k = E n`.

`gap_pow_mul_strength_le` replaces the squared norm by S_(2m) and runs a two-line `calc`. The first line is the termwise bound, where `(even_two_mul m).pow_abs` identifies (E_k − E_n)^(2m) with |E_k − E_n|^(2m) so that `hgap` can be raised to the power 2m. The second line, `Finset.sum_le_sum_of_subset_of_nonneg`, restores the terms with E_k = E_n, each an even power times a square and so nonnegative.
